# The Anderson–Duffin formula: $2P(P+Q)^+Q$ projects orthogonally onto the intersection of the ranges of orthogonal projectors $P$ and $Q$

Let $P$ and $Q$ be Hermitian idempotent complex matrices of the same finite size, and let $X=(P+Q)^+$ be the Moore–Penrose inverse of their sum. Then $2PXQ$ is Hermitian and idempotent, and its range is $\operatorname{range}P\cap\operatorname{range}Q$. The sum $P+Q$ may be singular, and $P$ and $Q$ need not commute.

## States that satisfy two constraints at once

A code may need the states that lie in two subspaces, such as the common ground space of two local Hamiltonian terms. If the projectors commute, $PQ$ is the projector onto that space. If they don't, $PQ$ is not even Hermitian, and the formula above supplies the projector. For quantum mechanics this applies in a finite orthonormal basis; to use the formula as stated with overlapping atomic orbitals, first transform the coefficients to an orthonormal basis.

## From the kernel of $P+Q$ to the projector

Write $A=P+Q$. The Penrose equations are $AXA=A$, $XAX=X$, $(AX)^\dagger=AX$ and $(XA)^\dagger=XA$.

**$X$ is Hermitian.** If $Y$ also solves the equations, then
$$AX=(AYAX)^\dagger=AXAY=AY,\qquad XA=XAYA=(YAXA)^\dagger=YA,$$
so $X=XAX=YAX=YAY=Y$. Since $A^\dagger=A$, the adjoints of the first two equations hold for $X^\dagger$. The products $AX^\dagger=(XA)^\dagger=XA$ and $X^\dagger A=(AX)^\dagger=AX$ are Hermitian. Thus $X^\dagger$ solves the same equations, and $X^\dagger=X$.

**$A$ annihilates only what both projectors annihilate.** If $Av=0$, then
$$0=v^\dagger Pv+v^\dagger Qv=\|Pv\|^2+\|Qv\|^2,$$
so $Pv=Qv=0$.

**$P$ absorbs $XA$.** Since $A(1-XA)=0$, each column of $1-XA$ is annihilated by $A$, hence by $P$. Therefore $PXA=P$, and the adjoint is $AXP=P$. Replacing $XA$ by $1$ would give the same line, but that is wrong when $A$ is singular; the kernel argument is what justifies it.

**The product is symmetric.** Expanding both identities gives
$$PXP+PXQ=P=PXP+QXP,$$
so $S:=PXQ=QXP$. Hence $S^\dagger=S$ and $PS=QS=S$.

**The factor 2 gives idempotency.** We have $S^2=PXQS=PXS$ and $2PXS=PX(P+Q)S=PS=S$. So $S^2=S/2$ and $(2S)^2=2S$.

**The range is the intersection.** A projector's range is the set of vectors it fixes. If $2Sv=v$, then $Pv=Qv=v$, because $PS=QS=S$. Conversely, if $Pv=Qv=v$, then $2Sv=2PXv=PXAv=Pv=v$.

The same identities show that $AX$ projects onto the sum of the ranges: $AXv=P(Xv)+Q(Xv)$ lies in that sum, while $AXP=P$ and $AXQ=Q$ show that $AX$ fixes both ranges. Also, $PXQ=0$ exactly when the intersection is $\{0\}$.

## The formula in Lean

```lean
import Mathlib

open Matrix
open scoped ComplexOrder

namespace AndersonDuffin

variable {n : Type*} [Fintype n] [DecidableEq n]

/-- An orthogonal projector: a Hermitian idempotent complex matrix. -/
structure IsOrthProj (P : Matrix n n ℂ) : Prop where
  herm : Pᴴ = P
  idem : P * P = P

/-- `X` is a Moore-Penrose inverse of the square matrix `A`: the four Penrose equations hold. -/
structure IsMoorePenrose (A X : Matrix n n ℂ) : Prop where
  inner : A * X * A = A
  outer : X * A * X = X
  left : (A * X)ᴴ = A * X
  right : (X * A)ᴴ = X * A

omit [DecidableEq n] in
/-- A square complex matrix has at most one Moore-Penrose inverse. -/
theorem IsMoorePenrose.unique {A X Y : Matrix n n ℂ}
    (hX : IsMoorePenrose A X) (hY : IsMoorePenrose A Y) : X = Y := by
  have hl : A * X = A * Y := calc
    A * X = (A * X)ᴴ := hX.left.symm
    _ = ((A * Y) * (A * X))ᴴ := by rw [← mul_assoc, hY.inner]
    _ = (A * X) * (A * Y) := by rw [conjTranspose_mul, hX.left, hY.left]
    _ = A * Y := by rw [← mul_assoc, hX.inner]
  have hr : X * A = Y * A := calc
    X * A = (X * A) * (Y * A) := by rw [mul_assoc, ← mul_assoc A Y A, hY.inner]
    _ = ((Y * A) * (X * A))ᴴ := by rw [conjTranspose_mul, hX.right, hY.right]
    _ = (Y * A)ᴴ := by rw [mul_assoc, ← mul_assoc A X A, hX.inner]
    _ = Y * A := hY.right
  calc X = X * A * X := hX.outer.symm
    _ = Y * A * Y := by rw [hr, mul_assoc, hl, ← mul_assoc]
    _ = Y := hY.outer

omit [DecidableEq n] in
/-- The Moore-Penrose inverse of a Hermitian matrix is Hermitian. -/
theorem IsMoorePenrose.hermitian {A X : Matrix n n ℂ} (hA : Aᴴ = A)
    (h : IsMoorePenrose A X) : Xᴴ = X := by
  have k1 : A * Xᴴ = X * A := by
    have := h.right
    rwa [conjTranspose_mul, hA] at this
  have k2 : Xᴴ * A = A * X := by
    have := h.left
    rwa [conjTranspose_mul, hA] at this
  -- the adjoint of `X` solves the same four equations
  refine IsMoorePenrose.unique (A := A) ⟨?_, ?_, ?_, ?_⟩ h
  · have := congrArg conjTranspose h.inner
    simpa [conjTranspose_mul, hA, mul_assoc] using this
  · have := congrArg conjTranspose h.outer
    simpa [conjTranspose_mul, hA, mul_assoc] using this
  · rw [conjTranspose_mul, conjTranspose_conjTranspose, hA, k1]
  · rw [conjTranspose_mul, conjTranspose_conjTranspose, hA, k2]

omit [DecidableEq n] in
/-- A vector annihilated by the sum of two orthogonal projectors is annihilated by each. -/
theorem kernel_of_sum {P Q : Matrix n n ℂ} (hP : IsOrthProj P) (hQ : IsOrthProj Q)
    {v : n → ℂ} (h : (P + Q) *ᵥ v = 0) : P *ᵥ v = 0 ∧ Q *ᵥ v = 0 := by
  -- for an orthogonal projector `R`, the squared length of `R v` equals `v† R v`
  have ev : ∀ {R : Matrix n n ℂ}, IsOrthProj R →
      star (R *ᵥ v) ⬝ᵥ (R *ᵥ v) = star v ⬝ᵥ (R *ᵥ v) := by
    intro R hR
    rw [star_mulVec, hR.herm, ← dotProduct_mulVec, mulVec_mulVec, hR.idem]
  have hz : star (P *ᵥ v) ⬝ᵥ (P *ᵥ v) + star (Q *ᵥ v) ⬝ᵥ (Q *ᵥ v) = 0 := by
    rw [ev hP, ev hQ, ← dotProduct_add, ← add_mulVec, h, dotProduct_zero]
  obtain ⟨a, b⟩ := (add_eq_zero_iff_of_nonneg (dotProduct_star_self_nonneg _)
    (dotProduct_star_self_nonneg _)).1 hz
  exact ⟨dotProduct_star_self_eq_zero.1 a, dotProduct_star_self_eq_zero.1 b⟩

/-- For orthogonal projectors `P`, `Q` and the Moore-Penrose inverse `X` of `P + Q`,
the products `X (P + Q)` and `(P + Q) X` act as the identity next to `P`. -/
theorem absorb {P Q X : Matrix n n ℂ} (hP : IsOrthProj P) (hQ : IsOrthProj Q)
    (hX : IsMoorePenrose (P + Q) X) :
    P * X * (P + Q) = P ∧ (P + Q) * X * P = P := by
  have hA : (P + Q)ᴴ = P + Q := by rw [conjTranspose_add, hP.herm, hQ.herm]
  have h0 : (P + Q) * (1 - X * (P + Q)) = 0 := by
    rw [mul_sub, mul_one, ← mul_assoc, hX.inner, sub_self]
  -- every column of `1 - X (P + Q)` lies in the kernel of `P + Q`, hence in that of `P`
  have hF : P * (1 - X * (P + Q)) = 0 := by
    ext i j
    have hv : (P + Q) *ᵥ (fun k => (1 - X * (P + Q)) k j) = 0 := by
      funext i
      exact congrFun (congrFun h0 i) j
    exact congrFun (kernel_of_sum hP hQ hv).1 i
  rw [mul_sub, mul_one, ← mul_assoc, sub_eq_zero] at hF
  refine ⟨hF.symm, ?_⟩
  have h := congrArg conjTranspose hF.symm
  rwa [conjTranspose_mul, conjTranspose_mul, hA, hP.herm, hX.hermitian hA,
    ← mul_assoc] at h

omit [DecidableEq n] in
/-- The range of an orthogonal projector consists of the vectors it leaves unchanged. -/
theorem mem_range_iff {P : Matrix n n ℂ} (hP : IsOrthProj P) (v : n → ℂ) :
    v ∈ LinearMap.range P.mulVecLin ↔ P *ᵥ v = v := by
  constructor
  · rintro ⟨w, rfl⟩
    rw [mulVecLin_apply, mulVec_mulVec, hP.idem]
  · intro h
    exact ⟨v, h⟩

/-- **Anderson-Duffin formula.** For orthogonal projectors `P`, `Q` and the Moore-Penrose
inverse `X` of `P + Q`, the matrix `2 P X Q` is the orthogonal projector onto the
intersection of the ranges of `P` and `Q`. -/
theorem anderson_duffin {P Q X : Matrix n n ℂ} (hP : IsOrthProj P) (hQ : IsOrthProj Q)
    (hX : IsMoorePenrose (P + Q) X) :
    IsOrthProj ((2 : ℂ) • (P * X * Q)) ∧
    LinearMap.range ((2 : ℂ) • (P * X * Q)).mulVecLin =
      LinearMap.range P.mulVecLin ⊓ LinearMap.range Q.mulVecLin := by
  have hA : (P + Q)ᴴ = P + Q := by rw [conjTranspose_add, hP.herm, hQ.herm]
  obtain ⟨h1, h2⟩ := absorb hP hQ hX
  -- the product is symmetric under exchange of the two projectors
  have hs : P * X * Q = Q * X * P := by
    have a := h1
    have b := h2
    rw [mul_add] at a
    rw [add_mul, add_mul] at b
    exact add_left_cancel (a.trans b.symm)
  have hPR : P * (P * X * Q) = P * X * Q := by
    rw [← mul_assoc, ← mul_assoc, hP.idem]
  have hQR : Q * (P * X * Q) = P * X * Q := by
    rw [hs, ← mul_assoc, ← mul_assoc, hQ.idem]
  have e : P * X * (P * X * Q) + P * X * (P * X * Q) = P * X * Q := calc
    _ = P * X * (P + Q) * (P * X * Q) := by
      rw [mul_assoc (P * X) (P + Q), add_mul, hPR, hQR, mul_add]
    _ = P * X * Q := by rw [h1, hPR]
  have hR : IsOrthProj ((2 : ℂ) • (P * X * Q)) := by
    constructor
    · rw [conjTranspose_smul, conjTranspose_mul, conjTranspose_mul, hP.herm, hQ.herm,
        hX.hermitian hA, ← mul_assoc, ← hs, star_ofNat]
    · have i0 : P * X * Q * (P * X * Q) = P * X * (P * X * Q) := by
        rw [mul_assoc (P * X) Q, hQR]
      simp only [smul_mul_assoc, mul_smul_comm]
      rw [i0, two_smul ℂ (P * X * (P * X * Q)), e]
  refine ⟨hR, ?_⟩
  ext v
  rw [Submodule.mem_inf, mem_range_iff hR, mem_range_iff hP, mem_range_iff hQ]
  constructor
  · intro h
    constructor
    · rw [← h, mulVec_mulVec, mul_smul_comm, hPR]
    · rw [← h, mulVec_mulVec, mul_smul_comm, hQR]
  · rintro ⟨hp, hq⟩
    -- on a common vector `P + Q` acts as multiplication by two
    calc ((2 : ℂ) • (P * X * Q)) *ᵥ v = (P * X) *ᵥ (v + v) := by
          rw [two_smul, add_mulVec, ← mulVec_mulVec v (P * X) Q, hq, mulVec_add]
      _ = (P * X * (P + Q)) *ᵥ v := by
          rw [← mulVec_mulVec v (P * X) (P + Q), add_mulVec, hp, hq]
      _ = v := by rw [h1, hp]

/-- For orthogonal projectors `P`, `Q` and the Moore-Penrose inverse `X` of `P + Q`,
the matrix `(P + Q) X` is the orthogonal projector onto the sum of the two ranges. -/
theorem sum_projector {P Q X : Matrix n n ℂ} (hP : IsOrthProj P) (hQ : IsOrthProj Q)
    (hX : IsMoorePenrose (P + Q) X) :
    IsOrthProj ((P + Q) * X) ∧ LinearMap.range ((P + Q) * X).mulVecLin =
      LinearMap.range P.mulVecLin ⊔ LinearMap.range Q.mulVecLin := by
  have h2 := (absorb hP hQ hX).2
  have h3 : (P + Q) * X * Q = Q := by
    have h := (absorb hQ hP (by rw [add_comm]; exact hX)).2
    rwa [add_comm Q P] at h
  refine ⟨⟨hX.left, by rw [← mul_assoc, hX.inner]⟩, le_antisymm ?_ (sup_le ?_ ?_)⟩
  · rintro _ ⟨v, rfl⟩
    rw [mulVecLin_apply, ← mulVec_mulVec, add_mulVec]
    exact Submodule.add_mem_sup ⟨X *ᵥ v, rfl⟩ ⟨X *ᵥ v, rfl⟩
  · rintro _ ⟨v, rfl⟩
    exact ⟨P *ᵥ v, by rw [mulVecLin_apply, mulVecLin_apply, mulVec_mulVec, h2]⟩
  · rintro _ ⟨v, rfl⟩
    exact ⟨Q *ᵥ v, by rw [mulVecLin_apply, mulVecLin_apply, mulVec_mulVec, h3]⟩

/-- For orthogonal projectors `P`, `Q` and the Moore-Penrose inverse `X` of `P + Q`,
the product `P X Q` vanishes exactly when the two ranges share only the zero vector. -/
theorem product_eq_zero_iff {P Q X : Matrix n n ℂ} (hP : IsOrthProj P)
    (hQ : IsOrthProj Q) (hX : IsMoorePenrose (P + Q) X) :
    P * X * Q = 0 ↔ LinearMap.range P.mulVecLin ⊓ LinearMap.range Q.mulVecLin = ⊥ := by
  rw [← (anderson_duffin hP hQ hX).2, LinearMap.range_eq_bot]
  constructor
  · intro h
    rw [h, smul_zero, mulVecLin_zero]
  · intro h
    have h' : Matrix.toLin' ((2 : ℂ) • (P * X * Q)) = 0 := h
    have h0 := (LinearEquiv.map_eq_zero_iff _).1 h'
    exact (smul_eq_zero.1 h0).resolve_left two_ne_zero

/-- Two non-commuting orthogonal projectors in four dimensions and the Moore-Penrose inverse
of their singular sum; the formula gives the projector onto the first basis vector. -/
theorem anderson_duffin_witness :
    let P : Matrix (Fin 4) (Fin 4) ℂ := !![1, 0, 0, 0; 0, 1, 0, 0; 0, 0, 0, 0; 0, 0, 0, 0]
    let Q : Matrix (Fin 4) (Fin 4) ℂ :=
      !![1, 0, 0, 0; 0, 1/2, 1/2, 0; 0, 1/2, 1/2, 0; 0, 0, 0, 0]
    let X : Matrix (Fin 4) (Fin 4) ℂ :=
      !![1/2, 0, 0, 0; 0, 1, -1, 0; 0, -1, 3, 0; 0, 0, 0, 0]
    IsOrthProj P ∧ IsOrthProj Q ∧ IsMoorePenrose (P + Q) X ∧ P * Q ≠ Q * P ∧
      (P + Q).det = 0 ∧
      (2 : ℂ) • (P * X * Q) = !![1, 0, 0, 0; 0, 0, 0, 0; 0, 0, 0, 0; 0, 0, 0, 0] := by
  intro P Q X
  refine ⟨⟨?_, ?_⟩, ⟨?_, ?_⟩, ⟨?_, ?_, ?_, ?_⟩, ?_, ?_, ?_⟩
  case refine_9 =>
    intro h
    have h12 := congrFun (congrFun h 1) 2
    simp [P, Q, Matrix.mul_apply, Fin.sum_univ_four] at h12
  case refine_10 =>
    -- the last row of the sum is zero
    apply Matrix.det_eq_zero_of_row_eq_zero 3
    intro j
    fin_cases j <;> simp [P, Q]
  all_goals
    ext i j
    fin_cases i <;> fin_cases j <;>
      simp [P, Q, X, Matrix.mul_apply, Fin.sum_univ_four] <;> norm_num

end AndersonDuffin
```

```lean
#print axioms AndersonDuffin.anderson_duffin
#print axioms AndersonDuffin.sum_projector
#print axioms AndersonDuffin.product_eq_zero_iff
```

```
'AndersonDuffin.anderson_duffin' depends on axioms: [propext, Classical.choice, Quot.sound]
'AndersonDuffin.sum_projector' depends on axioms: [propext, Classical.choice, Quot.sound]
'AndersonDuffin.product_eq_zero_iff' depends on axioms: [propext, Classical.choice, Quot.sound]
```

## Exact projectors and rounded pseudoinverses

The matrices have type `Matrix n n ℂ` with `n` any finite index type, even an empty one, and `ᴴ` is the adjoint. `IsOrthProj` holds the two projector equations and `IsMoorePenrose` the four Penrose equations; its field `inner` means $AXA=A$, not an inner product. The range of `P.mulVecLin` is the range of $v\mapsto Pv$. The symbols `⊓`, `⊔` and `⊥` denote intersection, sum of subspaces and the zero subspace.

`IsMoorePenrose.unique` and `IsMoorePenrose.hermitian` give the first step, `kernel_of_sum` the second, and `absorb` works column by column. In `anderson_duffin`, `hs` is the symmetry of $S$, `hPR` and `hQR` are $PS=S$ and $QS=S$, and `e` is $2PXS=S$; `mem_range_iff` turns ranges into fixed vectors. `sum_projector` and `product_eq_zero_iff` prove the two further statements. `anderson_duffin_witness` checks, entry by entry, a non-commuting pair with a singular sum, whose ranges share only the line along the first basis vector.

The existence of $X$ is a hypothesis, though every complex matrix has a Moore–Penrose inverse. The step left to the code is numerical: a computed $X$ satisfies the Penrose equations only approximately, and its singular-value cut-off matters. As an unformalised illustration, take two lines at a small angle $\theta>0$. Then $P+Q$ has the eigenvalue $1-\cos\theta\approx\theta^2/2$. If the cut-off discards it, $2PXQ$ has norm 1 instead of vanishing, and the code reports an intersection that isn't there.
